# The field window in which the collinear state of a two-angle easy-axis antiferromagnet is metastable, for $0<K<J$

Take two classical spins in a plane, at angles $t_1$ and $t_2$ to an easy axis. Let their exchange constant be $J=2$, their anisotropy constant $K=1$, and the field along the axis $h=2$, all in the same energy unit. The energy is

$$E=J\cos(t_1-t_2)-h(\cos t_1+\cos t_2)-\tfrac K2(\cos^2t_1+\cos^2t_2).$$

The collinear state $(0,\pi)$ has energy $-3$, and the canted state $(\pi/3,-\pi/3)$ has energy $-3.25$. Yet small rotations away from $(0,\pi)$ cost energy. Write $t_1=s+d$, $t_2=s-d$, $a=\cos s$ and $b=\cos d$, so that the collinear state has $a=b=0$. The energy above it is then

$$5b^2-4ab+a^2-2a^2b^2=(a-2b)^2+(1-2a^2)b^2.$$

For $a^2<1/2$ this is positive unless $a=b=0$. The quartic term, negligible near the collinear state, is what lets the distant canted state win.

For general $0<K<J$ and $h>0$, this coexistence occurs exactly when $K(2J-K)<h^2<K(2J+K)$.

## Two angles and the energy gap

```lean
import Mathlib

open Real Topology Filter

namespace SpinFlop

noncomputable section

/-- Energy of two coupled sublattice spins at angles `t.1`, `t.2` to the anisotropy axis, with
exchange `J` (antiferromagnetic when positive), anisotropy `K` (easy-axis when positive) and field
`h` along the axis. -/
def energy (J K h : ℝ) (t : ℝ × ℝ) : ℝ :=
  J * cos (t.1 - t.2) - h * (cos t.1 + cos t.2) - K / 2 * (cos t.1 ^ 2 + cos t.2 ^ 2)
```

`energy J K h` is a function on `ℝ × ℝ`, with `t.1` and `t.2` standing for $t_1$ and $t_2$. Angles are real numbers, so states differing by $2\pi$ are separate points of equal energy. The model is classical, at zero temperature, with one planar spin per sublattice; out-of-plane rotations and spatial variation are absent.

```lean
/-- A state is a strict local minimum if every other state in some neighbourhood of it has
strictly larger energy. -/
def IsStrictLocalMin (f : ℝ × ℝ → ℝ) (p : ℝ × ℝ) : Prop :=
  ∀ᶠ q in 𝓝 p, q ≠ p → f p < f q
```

The symbol `∀ᶠ q in 𝓝 p` means "for every $q$ in some neighbourhood of $p$". Both angles may vary independently there.

```lean
/-- Any two spin angles can be written as a mean angle plus and minus half their difference. -/
theorem exists_mean_diff (q : ℝ × ℝ) : ∃ s d : ℝ, q = (s + d, s - d) := by
  obtain ⟨x, y⟩ := q
  refine ⟨(x + y) / 2, (x - y) / 2, ?_⟩
  rw [Prod.mk.injEq]
  constructor <;> ring
```

The mean angle is $s=(t_1+t_2)/2$ and half the difference is $d=(t_1-t_2)/2$. The three parts of the energy become

$$\cos(t_1-t_2)=2b^2-1,\qquad \cos t_1+\cos t_2=2ab,$$

$$\cos^2t_1+\cos^2t_2=2a^2b^2+2(1-a^2)(1-b^2)=2(1-a^2-b^2+2a^2b^2).$$

Since $E(0,\pi)=-J-K$, the gap $G=E-E(0,\pi)$ is

$$G=(2J+K)b^2-2hab+Ka^2-2Ka^2b^2.$$

This holds for all real parameters. The Lean proof expands the cosines by the addition formulas and eliminates the squared sines.

```lean
/-- The energy of any state relative to the collinear state `(0, π)` is a polynomial in the
cosines of the mean angle `s` and of half the angle difference `d`. -/
theorem energy_gap (J K h s d : ℝ) :
    energy J K h (s + d, s - d) - energy J K h (0, π) =
      (2 * J + K) * cos d ^ 2 - 2 * h * cos s * cos d + K * cos s ^ 2
        - 2 * K * cos s ^ 2 * cos d ^ 2 := by
  have hs : sin s ^ 2 = 1 - cos s ^ 2 := by linarith [Real.sin_sq_add_cos_sq s]
  have hd : sin d ^ 2 = 1 - cos d ^ 2 := by linarith [Real.sin_sq_add_cos_sq d]
  have e : s + d - (s - d) = 2 * d := by ring
  simp only [energy, e, Real.cos_two_mul, Real.cos_add, Real.cos_sub, Real.cos_zero,
    Real.cos_pi, Real.sin_zero, Real.sin_pi]
  linear_combination (-K * sin d ^ 2) * hs + (-K * (1 - cos s ^ 2)) * hd
```

## An easy axis: $K>0$

Positive $K$ means that each spin lowers its anisotropy energy by lying along the axis, in either direction. It supplies the term $Ka^2$, the cost of rotating the antiparallel pair rigidly, and it allows the square to be completed:

$$KG=(Ka-hb)^2+\bigl(K(2J+K)-h^2-2K^2a^2\bigr)b^2.$$

If $h^2<K(2J+K)$, the bracket is positive for small $a$. Then $G>0$ when $b\neq0$, and $G=Ka^2$ when $b=0$. Near $(0,\pi)$, only the collinear state itself has $a=b=0$, so it is a strict local minimum.

Without anisotropy this protection vanishes. For $K=0$ and $J,h>0$, taking $b=ha/(2J)$ gives $G=-h^2a^2/(2J)$, which is negative for arbitrarily small nonzero $a$.

## Antiferromagnetic exchange and an applied field: $J>0$, $h>0$

Positive $J$ favours antiparallel spins, while $h>0$ favours both spins pointing along $t=0$. These signs enter when the upper threshold is shown to be sharp. Suppose $h^2\ge K(2J+K)$. Then $h>K$, so $r=K/h$ lies between 0 and 1. Along $b=ra$,

$$G=-a^2\bigl(K-(2J+K)r^2\bigr)-2Kr^2a^4\le0,$$

because $(2J+K)r^2\le K$. Such states come arbitrarily close to $(0,\pi)$, which is therefore not a strict local minimum.

Neither sign is essential to this local threshold. Reversing $h$ is undone by replacing $a$ with $-a$, and for $J\le0$ the same curve can be used with $a$ small enough.

```lean
/-- For positive `J`, `K` and `h`, the collinear state is a strict local minimum exactly when
`h² < K(2J + K)`. -/
theorem collinear_strictLocalMin_iff {J K h : ℝ} (hJ : 0 < J) (hK : 0 < K) (hh : 0 < h) :
    IsStrictLocalMin (energy J K h) (0, π) ↔ h ^ 2 < K * (2 * J + K) := by
  have hpi := Real.pi_pos
  constructor
  · intro hmin
    by_contra hn
    have hn' : K * (2 * J + K) ≤ h ^ 2 := not_lt.1 hn
    have hlt : K < h := lt_of_not_ge fun hc => by
      nlinarith [mul_pos hK hJ, mul_nonneg (sub_nonneg.2 hc) (add_pos hK hh).le]
    obtain ⟨r, hr0, hr1, hrh⟩ : ∃ r : ℝ, 0 < r ∧ r < 1 ∧ r * h = K :=
      ⟨K / h, div_pos hK hh, (div_lt_one hh).2 hlt, div_mul_cancel₀ K hh.ne'⟩
    -- a curve through the collinear state along which cos d = (K / h) cos s
    have hc : Continuous fun x : ℝ => arcsin (r * sin x) :=
      Real.continuous_arcsin.comp (continuous_const.mul Real.continuous_sin)
    have hcurve : Continuous fun x : ℝ =>
        ((π / 2 - x) + (arcsin (r * sin x) - π / 2),
          (π / 2 - x) - (arcsin (r * sin x) - π / 2)) :=
      ((continuous_const.sub continuous_id).add (hc.sub continuous_const)).prodMk
        ((continuous_const.sub continuous_id).sub (hc.sub continuous_const))
    have ht := hcurve.tendsto' 0 (0, π) (by
      simp only [Real.sin_zero, mul_zero, Real.arcsin_zero]
      rw [Prod.mk.injEq]
      constructor <;> ring)
    obtain ⟨δ, hδ, H⟩ := Metric.eventually_nhds_iff.1 (ht.eventually hmin)
    have H' := H (y := δ / 2)
      (by rw [Real.dist_eq, sub_zero, abs_of_pos (half_pos hδ)]; linarith)
      (fun e => by
        simp only [Prod.mk.injEq] at e
        linarith [e.1, e.2])
    have g := energy_gap J K h (π / 2 - δ / 2) (arcsin (r * sin (δ / 2)) - π / 2)
    have l1 : -1 ≤ r * sin (δ / 2) := by
      nlinarith [mul_nonneg hr0.le (by linarith [Real.neg_one_le_sin (δ / 2)] :
        0 ≤ sin (δ / 2) + 1)]
    have l2 : r * sin (δ / 2) ≤ 1 := by
      nlinarith [mul_nonneg hr0.le (sub_nonneg.2 (Real.sin_le_one (δ / 2)))]
    rw [Real.cos_pi_div_two_sub, Real.cos_sub_pi_div_two, Real.sin_arcsin l1 l2] at g
    have hr2 : (2 * J + K) * r ^ 2 ≤ K := by
      have e : (r * h) ^ 2 = K ^ 2 := by rw [hrh]
      refine le_of_mul_le_mul_left ?_ hK
      nlinarith [mul_le_mul_of_nonneg_left hn' (sq_nonneg r)]
    -- along the curve the energy does not rise
    have g' : energy J K h ((π / 2 - δ / 2) + (arcsin (r * sin (δ / 2)) - π / 2),
        (π / 2 - δ / 2) - (arcsin (r * sin (δ / 2)) - π / 2)) - energy J K h (0, π) =
        -(sin (δ / 2) ^ 2 * (K - (2 * J + K) * r ^ 2))
          - 2 * (K * (r * sin (δ / 2) ^ 2) ^ 2) := by
      linear_combination g + (-2 * sin (δ / 2) ^ 2) * hrh
    have p1 := mul_nonneg (sq_nonneg (sin (δ / 2))) (sub_nonneg.2 hr2)
    have p2 := mul_nonneg hK.le (sq_nonneg (r * sin (δ / 2) ^ 2))
    linarith
  · intro hf
    have h1 : ∀ᶠ p : ℝ × ℝ in 𝓝 (0, π), 0 < p.1 + p.2 :=
      ContinuousAt.eventually_lt (by fun_prop) (by fun_prop)
        (by show (0 : ℝ) < 0 + π; linarith)
    have h2 : ∀ᶠ p : ℝ × ℝ in 𝓝 (0, π), p.1 + p.2 < 2 * π :=
      ContinuousAt.eventually_lt (by fun_prop) (by fun_prop)
        (by show (0 : ℝ) + π < 2 * π; linarith)
    have h3 : ∀ᶠ p : ℝ × ℝ in 𝓝 (0, π), 0 < p.2 - p.1 :=
      ContinuousAt.eventually_lt (by fun_prop) (by fun_prop)
        (by show (0 : ℝ) < π - 0; linarith)
    have h4 : ∀ᶠ p : ℝ × ℝ in 𝓝 (0, π), p.2 - p.1 < 2 * π :=
      ContinuousAt.eventually_lt (by fun_prop) (by fun_prop)
        (by show π - (0 : ℝ) < 2 * π; linarith)
    have h5 : ∀ᶠ p : ℝ × ℝ in 𝓝 (0, π),
        2 * K ^ 2 * cos ((p.1 + p.2) / 2) ^ 2 < K * (2 * J + K) - h ^ 2 :=
      ContinuousAt.eventually_lt (by fun_prop) (by fun_prop) (by
        show 2 * K ^ 2 * cos ((0 + π) / 2) ^ 2 < K * (2 * J + K) - h ^ 2
        rw [zero_add, Real.cos_pi_div_two]
        linarith)
    unfold IsStrictLocalMin
    filter_upwards [h1, h2, h3, h4, h5] with q q1 q2 q3 q4 q5 hne
    obtain ⟨s, d, rfl⟩ := exists_mean_diff q
    dsimp only at q1 q2 q3 q4 q5
    rw [show (s + d + (s - d)) / 2 = s by ring] at q5
    have g := energy_gap J K h s d
    by_cases hb : cos d = 0
    · have hd : -d = π / 2 := Real.injOn_cos ⟨by linarith, by linarith⟩
        ⟨by linarith, by linarith⟩ (by rw [Real.cos_neg, hb, Real.cos_pi_div_two])
      have ha : cos s ≠ 0 := fun ha => by
        have hs : s = π / 2 := Real.injOn_cos ⟨by linarith, by linarith⟩
          ⟨by linarith, by linarith⟩ (by rw [ha, Real.cos_pi_div_two])
        apply hne
        rw [Prod.mk.injEq]
        constructor <;> linarith
      have hp : 0 < K * cos s ^ 2 := by positivity
      rw [hb] at g
      linarith
    · -- complete the square in cos s
      have hp := mul_pos (sub_pos.2 q5) (by positivity : 0 < cos d ^ 2)
      have hg : 0 < K * (energy J K h (s + d, s - d) - energy J K h (0, π)) := by
        rw [g]
        nlinarith [sq_nonneg (K * cos s - h * cos d)]
      exact sub_pos.1 (pos_of_mul_pos_right hg hK.le)
```

In the forward direction, Lean parametrises the curve by $s=\pi/2-x$ and $d=\arcsin(r\sin x)-\pi/2$, so that $a=\sin x$ and $b=r\sin x$. Continuity puts the point $x=\delta/2$ inside the neighbourhood supplied by the assumed minimum, and the gap formula gives the contradiction.

In the reverse direction, `h1` to `h4` confine the sum and difference of the angles to ranges where the cosine determines $s$ and $d$, while `h5` keeps the bracket positive. The cases $b=0$ and $b\neq0$ are those treated above.

## Anisotropy weaker than exchange: $K<J$

Under this hypothesis, the lowest-energy state is canted over a range of fields before the spins align fully. To compare with all states, rewrite the gap as

$$KG=(Ka-hb)^2+\bigl(K(2J-K)-h^2\bigr)b^2+2K^2(1-a^2)b^2.$$

When $h^2\le K(2J-K)$, every term is non-negative, so $(0,\pi)$ is a global minimum. This half does not need $K<J$.

The other half needs a bound of this kind, although $K=J$ would also do. If $h^2>K(2J-K)$, then $K<J$ gives $K(2J-K)>K^2$, hence $h>K$. The value $b=K/h$ is therefore a possible cosine, and at $a=1$

$$G=(2J-K)\frac{K^2}{h^2}-K<0.$$

For $K>J>0$ the lower threshold changes. By hand, if $0<h\le J$,

$$G\ge J(a^2+b^2)-2hab\ge0,$$

so the collinear state remains a global minimum up to $h=J$, beyond $h^2=K(2J-K)$. Above $h=J$ the aligned state $(0,0)$ lies lower, since its gap is $2J-2h$.

```lean
/-- For `0 < K < J` and `h > 0`, the collinear state is a global minimum exactly when
`h² ≤ K(2J - K)`. -/
theorem collinear_globalMin_iff {J K h : ℝ} (hK : 0 < K) (hKJ : K < J) (hh : 0 < h) :
    (∀ q, energy J K h (0, π) ≤ energy J K h q) ↔ h ^ 2 ≤ K * (2 * J - K) := by
  constructor
  · intro hmin
    by_contra hn
    have hn' : K * (2 * J - K) < h ^ 2 := not_le.1 hn
    have hlt : K < h := lt_of_not_ge fun hc => by
      nlinarith [mul_pos hK (sub_pos.2 hKJ),
        mul_nonneg (sub_nonneg.2 hc) (add_pos hK hh).le]
    obtain ⟨r, hr0, hr1, hrh⟩ : ∃ r : ℝ, 0 < r ∧ r < 1 ∧ r * h = K :=
      ⟨K / h, div_pos hK hh, (div_lt_one hh).2 hlt, div_mul_cancel₀ K hh.ne'⟩
    -- the canted state with cos d = K / h lies lower
    have g := energy_gap J K h 0 (arccos r)
    rw [Real.cos_zero, Real.cos_arccos (by linarith) hr1.le] at g
    have hr2 : (2 * J - K) * r ^ 2 < K := by
      have e : (r * h) ^ 2 = K ^ 2 := by rw [hrh]
      refine lt_of_mul_lt_mul_left ?_ hK.le
      nlinarith [mul_lt_mul_of_pos_left hn' (pow_pos hr0 2)]
    have := hmin (0 + arccos r, 0 - arccos r)
    nlinarith
  · intro hf q
    obtain ⟨s, d, rfl⟩ := exists_mean_diff q
    have g := energy_gap J K h s d
    have p1 := mul_nonneg (sub_nonneg.2 hf) (sq_nonneg (cos d))
    have p2 := mul_nonneg (mul_nonneg (sq_nonneg K) (sub_nonneg.2 (Real.cos_sq_le_one s)))
      (sq_nonneg (cos d))
    have hg : 0 ≤ K * (energy J K h (s + d, s - d) - energy J K h (0, π)) := by
      rw [g]
      nlinarith [sq_nonneg (K * cos s - h * cos d)]
    exact sub_nonneg.1 (nonneg_of_mul_nonneg_right hg hK)
```

The statement quantifies over every pair of angles `q`. Lean's lower state has $s=0$ and $d=\arccos(K/h)$; `hlt` supplies the inequality $K<h$ that makes this angle legitimate. The converse passes to $s$ and $d$ and uses the completed square.

## A field between the two thresholds

The window joins the two results: $h^2<K(2J+K)$ keeps the collinear state locally stable, and $h^2>K(2J-K)$ provides a lower state elsewhere. At the lower edge the collinear state is still a global minimum; at the upper edge it is no longer a strict local one.

```lean
/-- For `0 < K < J` and `h > 0`, the collinear state is a strict local minimum but not a global
one exactly in the field window `K(2J - K) < h² < K(2J + K)`. -/
theorem collinear_metastable_iff {J K h : ℝ} (hK : 0 < K) (hKJ : K < J) (hh : 0 < h) :
    (IsStrictLocalMin (energy J K h) (0, π) ∧
      ∃ q, energy J K h q < energy J K h (0, π)) ↔
    K * (2 * J - K) < h ^ 2 ∧ h ^ 2 < K * (2 * J + K) := by
  have hglob : (∃ q, energy J K h q < energy J K h (0, π)) ↔ K * (2 * J - K) < h ^ 2 := by
    rw [← not_le, ← collinear_globalMin_iff hK hKJ hh, not_forall]
    simp only [not_le]
  rw [collinear_strictLocalMin_iff (hK.trans hKJ) hK hh, hglob, and_comm]
```

The proof turns "not a global minimum" into the existence of a lower-energy state and combines the two equivalences. Positive $J$ follows from $0<K<J$.

In this two-angle, zero-temperature model, an energy minimisation started close enough to $(0,\pi)$ can therefore stay collinear inside the window although a lower state exists.

## A canted state in balance: $(2J-K)\cos\theta=h$

The spin-flop state $(\theta,-\theta)$ has $a=1$ and $b=\cos\theta$. Put $M=2J-K$. Among states with $a=1$, the gap is $Mb^2-2hb+K$, and its stationary point in $b$ is $b=h/M$. That is the physical content of `hθ`: for a small change in $b$, the change in field energy cancels, to first order, the combined change in exchange and anisotropy energy. The condition `hKJ`, here $K<2J$, makes $M$ positive and this point a minimum.

Subtracting the spin-flop energy from that of an arbitrary state gives

$$M\bigl(E-E(\theta,-\theta)\bigr)=(Mb-ha)^2+(h^2-KM)(1-a^2)+2KM(1-a^2)b^2.$$

The field condition $h^2\ge KM$ makes the middle term non-negative, and $K>0$ and $M>0$ do the same for the last.

```lean
/-- For `0 < K < 2J` and `h² ≥ K(2J - K)`, the spin-flop state `(θ, -θ)` with
`(2J - K) cos θ = h` is a global minimum of the energy. -/
theorem spinFlop_globalMin {J K h θ : ℝ} (hK : 0 < K) (hKJ : K < 2 * J)
    (hf : K * (2 * J - K) ≤ h ^ 2) (hθ : (2 * J - K) * cos θ = h) (q : ℝ × ℝ) :
    energy J K h (θ, -θ) ≤ energy J K h q := by
  obtain ⟨s, d, rfl⟩ := exists_mean_diff q
  have hM : 0 < 2 * J - K := sub_pos.2 hKJ
  have g := energy_gap J K h s d
  have f := energy_gap J K h 0 θ
  rw [zero_add, zero_sub, Real.cos_zero] at f
  have ha := sub_nonneg.2 (Real.cos_sq_le_one s)
  -- `2J - K` times the energy difference is a sum of three non-negative terms
  have key : (2 * J - K) * (energy J K h (s + d, s - d) - energy J K h (θ, -θ)) =
      ((2 * J - K) * cos d - h * cos s) ^ 2
        + (h ^ 2 - K * (2 * J - K)) * (1 - cos s ^ 2)
        + 2 * (K * (2 * J - K) * (1 - cos s ^ 2) * cos d ^ 2) := by
    linear_combination (2 * J - K) * g - (2 * J - K) * f - ((2 * J - K) * cos θ - h) * hθ
  have p1 := mul_nonneg (sub_nonneg.2 hf) ha
  have p2 := mul_nonneg (mul_nonneg (mul_pos hK hM).le ha) (sq_nonneg (cos d))
  have hg : 0 ≤ (2 * J - K) * (energy J K h (s + d, s - d) - energy J K h (θ, -θ)) := by
    rw [key]
    linarith [sq_nonneg ((2 * J - K) * cos d - h * cos s)]
  exact sub_nonneg.1 (nonneg_of_mul_nonneg_right hg hM)

end

end SpinFlop
```

The identity is `key` in the proof. It comes from two uses of `energy_gap` and the balance condition; `p1` and `p2` give the signs of its last two terms.

Each condition has work to do:

- Below the field threshold, the spin-flop state lies above the collinear one by $K-h^2/M>0$.
- Without the balance condition, another canting angle at $a=1$ can have lower energy.
- At $K=2J$ and $h=0$, the balance and field conditions hold for every $\theta$, yet $(\theta,-\theta)$ lies above $(0,\pi)$ by $K$.
- Without $K>0$, the condition $K<2J$ no longer forces $J>0$, and ferromagnetic exchange is let in. Take $J=-1$, $K=-4$, $h=0$ and $\theta=\pi/2$. The other conditions hold, yet $(\pi/2,\pi/2)$ has energy $-1$ and $(\pi/2,-\pi/2)$ has energy $1$.

A real $\theta$ also requires $|h|\le2J-K$, which together with the field condition forces $K\le J$. For $K>2J/3$, the metastability window extends past $h=2J-K$. There `spinFlop_globalMin` does not apply, although `collinear_metastable_iff` still guarantees a state below the collinear one.

```lean
#print axioms SpinFlop.collinear_metastable_iff
-- 'SpinFlop.collinear_metastable_iff' depends on axioms: [propext, Classical.choice, Quot.sound]
#print axioms SpinFlop.spinFlop_globalMin
-- 'SpinFlop.spinFlop_globalMin' depends on axioms: [propext, Classical.choice, Quot.sound]
```
